# Isotropic spin correlations in singlet states of finite clusters

Take two spins 1/2 on sites 0 and 1, in the state $(|{\uparrow\downarrow}\rangle-|{\downarrow\uparrow}\rangle)/\sqrt2$, with $\hbar=1$. The $z$ component of the total spin, $T^z=S_0^z+S_1^z$, annihilates this state. It is Hermitian, so it also gives zero when it acts to the left on the bra. The commutator of $T^z$ with any operator therefore has zero expectation. For the operator $S_0^xS_1^y$ the commutator is

$$[T^z,S_0^xS_1^y]=i\,S_0^yS_1^y-i\,S_0^xS_1^x ,$$

so the $xx$ and $yy$ correlations must be equal. Direct evaluation gives $-1/4$ for both. The problems below apply the same argument to any finite set of sites, with any spin on each site.

```lean
import Mathlib

open Matrix
open scoped Kronecker

namespace SingletSpinCorrelations

noncomputable section

variable {ι n : Type*} [Fintype ι] [Fintype n]
```

## Spins, singlets and expectations

Sites $i,j$ come from a finite set `ι`, and the operators are complex matrices on a finite basis `n`. The components $a=0,1,2$ stand for $x,y,z$ and are added modulo 3. They are written as superscripts, which are labels and not powers. With $[A,B]=AB-BA$, the single rule $[S_i^a,S_i^{a+1}]=i\,S_i^{a+2}$ contains all three su(2) relations of a site. `IsSpinSystem` collects this rule, Hermiticity, and commutation between different sites.

```lean
/-- Spin operators `S i a` (site `i`, component `a`): Hermitian matrices with
`[S^a, S^(a+1)] = i S^(a+2)` (components counted cyclically) on each site, commuting between
different sites. -/
structure IsSpinSystem (S : ι → Fin 3 → Matrix n n ℂ) : Prop where
  hermitian : ∀ i a, (S i a)ᴴ = S i a
  su2 : ∀ i a, S i a * S i (a + 1) - S i (a + 1) * S i a = Complex.I • S i (a + 2)
  commute : ∀ i j, i ≠ j → ∀ a b, S i a * S j b = S j b * S i a
```

No spin length is fixed: sites may carry different spins, and $S_i\cdot S_i$ need not be a number. The spin operators of the sites of a finite Hubbard cluster also satisfy these conditions.

The total spin is $T^a=\sum_i S_i^a$.

```lean
/-- Component `a` of the total spin. -/
def totalSpin (S : ι → Fin 3 → Matrix n n ℂ) (a : Fin 3) : Matrix n n ℂ := ∑ i, S i a
```

The scalar product is $S_i\cdot S_j=\sum_a S_i^aS_j^a$, where $i=j$ is allowed.

```lean
/-- The scalar product `S_i · S_j` of two site spins. -/
def spinDot (S : ι → Fin 3 → Matrix n n ℂ) (i j : ι) : Matrix n n ℂ := ∑ a, S i a * S j a
```

A singlet is a vector $v$ with $T^av=0$ for every $a$. This is a condition on the state alone. No Hamiltonian appears, and whether a given ground state is a singlet has to be settled separately.

```lean
/-- The vector `v` is annihilated by every component of the total spin. -/
def IsSinglet (S : ι → Fin 3 → Matrix n n ℂ) (v : n → ℂ) : Prop :=
  ∀ a, totalSpin S a *ᵥ v = 0
```

Finally, $\langle A\rangle=v^\dagger Av$. The vector need not have unit length, so `expect` is the physical expectation value multiplied by $v^\dagger v$. Being defined as a linear map, it passes through sums and scalar factors.

```lean
/-- The expectation `⟨v|A|v⟩`, as a linear functional of the operator `A`. -/
def expect (v : n → ℂ) : Matrix n n ℂ →ₗ[ℂ] ℂ where
  toFun A := star v ⬝ᵥ (A *ᵥ v)
  map_add' A B := by rw [add_mulVec, dotProduct_add]
  map_smul' c A := by rw [smul_mulVec, dotProduct_smul, RingHom.id_apply]
```

## (a) Commutators with the total spin

**Task.** Let $v$ be a singlet and $A$ any matrix. Show that

$$\langle[T^a,A]\rangle=0 .$$

**Solution.** $T^a$ is a sum of Hermitian matrices and hence Hermitian, so $v^\dagger T^a=(T^av)^\dagger=0$. Then

$$\langle[T^a,A]\rangle=(v^\dagger T^a)Av-v^\dagger A(T^av)=0-0 .$$

In the code, `hl` is the statement about the bra, and `dotProduct_mulVec` moves $T^a$ onto it.

```lean
variable {S : ι → Fin 3 → Matrix n n ℂ} {v : n → ℂ}

/-- In a singlet the commutator of any operator with a total spin component has zero
expectation. -/
theorem expect_commutator (hS : IsSpinSystem S) (hv : IsSinglet S v) (a : Fin 3)
    (A : Matrix n n ℂ) : expect v (totalSpin S a * A - A * totalSpin S a) = 0 := by
  -- the total spin also annihilates the bra
  have hl : star v ᵥ* totalSpin S a = 0 := by
    have h := star_mulVec (totalSpin S a) v
    rw [hv a, star_zero] at h
    simpa only [totalSpin, conjTranspose_sum, hS.hermitian] using h.symm
  rw [map_sub]
  change star v ⬝ᵥ ((totalSpin S a * A) *ᵥ v) - star v ⬝ᵥ ((A * totalSpin S a) *ᵥ v) = 0
  rw [← mulVec_mulVec, ← mulVec_mulVec, hv a, dotProduct_mulVec _ (totalSpin S a), hl,
    mulVec_zero, zero_dotProduct, dotProduct_zero, sub_zero]
```

## (b) The total spin acting on one site

**Task.** Show that

$$[T^a,S_i^b]=[S_i^a,S_i^b] .$$

**Solution.** Expand $[T^a,S_i^b]=\sum_j[S_j^a,S_i^b]$. Every term with $j\ne i$ vanishes, because different sites commute, and the term $j=i$ remains. `Finset.sum_eq_single i` makes this selection.

```lean
/-- The total spin acts on a site spin only through the spin of that site. -/
theorem site_commutator (hS : IsSpinSystem S) (i : ι) (a b : Fin 3) :
    totalSpin S a * S i b - S i b * totalSpin S a = S i a * S i b - S i b * S i a := by
  simp only [totalSpin, Finset.sum_mul, Finset.mul_sum, ← Finset.sum_sub_distrib]
  exact Finset.sum_eq_single i
    (fun j _ hj => by rw [hS.commute j i hj a b, sub_self]) (by simp)
```

## (c) Rotating two spins together

**Task.** Show that in a singlet, for all sites $i,j$ and components $a,b,c$,

$$\big\langle[S_i^a,S_i^b]\,S_j^c+S_i^b\,[S_j^a,S_j^c]\big\rangle=0 .$$

**Solution.** By (b), both site commutators may be replaced by commutators with $T^a$. The product rule then gives

$$[T^a,S_i^b]S_j^c+S_i^b[T^a,S_j^c]=[T^a,S_i^bS_j^c],$$

whose expectation vanishes by (a). The code makes the same replacements, and `abel` confirms the product rule once the brackets are expanded.

```lean
/-- In a singlet the correlation of two site spin components does not change to first order
when both spins are rotated together. -/
theorem rotated_correlation (hS : IsSpinSystem S) (hv : IsSinglet S v) (i j : ι)
    (a b c : Fin 3) :
    expect v ((S i a * S i b - S i b * S i a) * S j c
      + S i b * (S j a * S j c - S j c * S j a)) = 0 := by
  rw [← site_commutator hS i a b, ← site_commutator hS j a c,
    ← expect_commutator hS hv a (S i b * S j c)]
  congr 1
  simp only [mul_sub, sub_mul, mul_assoc]
  abel
```

## (d) Different components

**Task.** Show that in a singlet

$$\langle S_i^aS_j^b\rangle=0\qquad(a\neq b).$$

**Solution.** Two different components satisfy either $b=a+2$ or $a=b+2$ modulo 3.

- If $b=a+2$, use (c) with components $(a,a,a+1)$. The first commutator is $[S_i^a,S_i^a]=0$ and the second is $i\,S_j^{a+2}$, so $i\langle S_i^aS_j^{a+2}\rangle=0$.
- If $a=b+2$, use (c) with $(b,b+1,b)$. Now the second commutator vanishes and the first is $i\,S_i^{b+2}$, so $i\langle S_i^{b+2}S_j^b\rangle=0$.

Dividing by $i$ finishes each case. The two bullets of the Lean proof are these two cases.

```lean
/-- In a singlet, different components of two site spins are uncorrelated. -/
theorem offdiagonal_correlation (hS : IsSpinSystem S) (hv : IsSinglet S v) (i j : ι)
    {a b : Fin 3} (hab : a ≠ b) : expect v (S i a * S j b) = 0 := by
  rcases (by decide : ∀ a b : Fin 3, a ≠ b → b = a + 2 ∨ a = b + 2) a b hab with rfl | rfl
  · have h := rotated_correlation hS hv i j a a (a + 1)
    rw [hS.su2 j a, sub_self, zero_mul, zero_add, mul_smul_comm, map_smul, smul_eq_mul] at h
    exact (mul_eq_zero.mp h).resolve_left Complex.I_ne_zero
  · have h := rotated_correlation hS hv i j b (b + 1) b
    rw [hS.su2 i b, sub_self, mul_zero, add_zero, smul_mul_assoc, map_smul, smul_eq_mul] at h
    exact (mul_eq_zero.mp h).resolve_left Complex.I_ne_zero
```

## (e) Equal components

**Task.** Show that in a singlet, for each $a$,

$$\langle S_i^aS_j^a\rangle=\tfrac13\langle S_i\cdot S_j\rangle .$$

**Solution.** Use (c) with components $(c,c+1,c+2)$. The first commutator is $[S_i^c,S_i^{c+1}]=i\,S_i^{c+2}$. The second is $[S_j^c,S_j^{c+2}]=-[S_j^{c+2},S_j^c]=-i\,S_j^{c+1}$. Hence

$$i\langle S_i^{c+2}S_j^{c+2}\rangle-i\langle S_i^{c+1}S_j^{c+1}\rangle=0 .$$

For $c=0$ this equates the $yy$ and $zz$ correlations, and for $c=1$ the $zz$ and $xx$ correlations. The three are equal and add up to $\langle S_i\cdot S_j\rangle$, so each is one third of it.

In the code, `d` is the equality for general $c$, `d0` and `d1` are its two instances, and `linear_combination` does the final arithmetic.

```lean
/-- In a singlet, each of the three equal-component correlations is one third of
`⟨S_i · S_j⟩`. -/
theorem diagonal_correlation (hS : IsSpinSystem S) (hv : IsSinglet S v) (i j : ι) (a : Fin 3) :
    expect v (S i a * S j a) = expect v (spinDot S i j) / 3 := by
  -- the equal-component correlations of the two components other than `c` agree
  have d : ∀ c : Fin 3, expect v (S i (c + 1) * S j (c + 1))
      = expect v (S i (c + 2) * S j (c + 2)) := by
    intro c
    have e := hS.su2 j (c + 2)
    rw [(by decide : ∀ a : Fin 3, a + 2 + 1 = a) c,
      (by decide : ∀ a : Fin 3, a + 2 + 2 = a + 1) c] at e
    have h := rotated_correlation hS hv i j c (c + 1) (c + 2)
    rw [hS.su2 i c, ← neg_sub (S j (c + 2) * S j c), e, smul_mul_assoc, mul_neg,
      mul_smul_comm, map_add, map_neg, map_smul, map_smul, smul_eq_mul, smul_eq_mul] at h
    exact mul_left_cancel₀ Complex.I_ne_zero (by linear_combination -h)
  have d0 : expect v (S i 1 * S j 1) = expect v (S i 2 * S j 2) := d 0
  have d1 : expect v (S i 2 * S j 2) = expect v (S i 0 * S j 0) := d 1
  rw [spinDot, map_sum, Fin.sum_univ_three]
  rcases (by decide : ∀ a : Fin 3, a = 0 ∨ a = 1 ∨ a = 2) a with rfl | rfl | rfl
  · linear_combination (-1 / 3 : ℂ) * d0 - (2 / 3 : ℂ) * d1
  · linear_combination (2 / 3 : ℂ) * d0 + (1 / 3 : ℂ) * d1
  · linear_combination (-1 / 3 : ℂ) * d0 + (1 / 3 : ℂ) * d1
```

The proof turns on the cyclic arithmetic of `Fin 3`, which replaces the antisymmetric symbol $\epsilon_{abc}$. The su(2) rule taken at $c+2$ speaks of the components $c+2+1$ and $c+2+2$. For a variable $c$, Lean does not simplify these to $c$ and $c+1$ by itself, so `rw` needs the equations. `decide` proves them by running through the three values. For the concrete value $c=0$ no such help is needed: `d 0` is accepted as a statement about components 1 and 2, since $0+1$ and $0+2$ simply evaluate.

For a singlet state of a finite cluster, the $zz$ correlation alone thus determines $\langle S_i\cdot S_j\rangle$. If the $xx$ and $zz$ correlations of a computed state differ by more than the numerical error, the state is not a singlet. Their agreement does not show that the state is an eigenstate of the Hamiltonian, because they agree in every singlet.

## (f) Local moments, pair correlations and their sum

**Task.** Show that in a singlet, with $\delta_{ab}$ equal to 1 for $a=b$ and 0 otherwise,

$$\langle S_i^a\rangle=0,\qquad \langle S_i^aS_j^b\rangle=\tfrac13\delta_{ab}\langle S_i\cdot S_j\rangle,\qquad \sum_j\langle S_i\cdot S_j\rangle=0 .$$

**Solution.** For the moment, the su(2) rule at $a+1$ together with (b) gives

$$i\,S_i^a=[S_i^{a+1},S_i^{a+2}]=[T^{a+1},S_i^{a+2}],$$

and by (a) the right-hand side has zero expectation. The second statement combines (d) and (e). For the third, exchange the two sums:

$$\sum_j\langle S_i\cdot S_j\rangle=\sum_a\Big\langle S_i^a\sum_jS_j^a\Big\rangle=\sum_a v^\dagger S_i^a\,(T^av)=0 .$$

The sum over $j$ includes $j=i$. In the code, `Finset.sum_comm` exchanges the sums.

```lean
/-- In a singlet every local moment vanishes, the correlations of any two site spins are
isotropic, and the correlations `⟨S_i · S_j⟩` of a site `i` with all sites `j`, itself
included, sum to zero. -/
theorem singlet_correlations (hS : IsSpinSystem S) (hv : IsSinglet S v) :
    (∀ i a, expect v (S i a) = 0) ∧
    (∀ i j a b, expect v (S i a * S j b)
      = if a = b then expect v (spinDot S i j) / 3 else 0) ∧
    (∀ i, ∑ j, expect v (spinDot S i j) = 0) := by
  refine ⟨fun i a => ?_, fun i j a b => ?_, fun i => ?_⟩
  · -- `S_i^a` is itself a commutator with the total spin
    have h := expect_commutator hS hv (a + 1) (S i (a + 1 + 1))
    rw [site_commutator hS, hS.su2 i (a + 1), (by decide : ∀ a : Fin 3, a + 1 + 2 = a) a,
      map_smul, smul_eq_mul] at h
    exact (mul_eq_zero.mp h).resolve_left Complex.I_ne_zero
  · split_ifs with hab
    · exact hab ▸ diagonal_correlation hS hv i j a
    · exact offdiagonal_correlation hS hv i j hab
  · -- the sum over `j` builds the total spin, which annihilates `v`
    simp only [spinDot, map_sum]
    rw [Finset.sum_comm]
    refine Finset.sum_eq_zero fun a _ => ?_
    rw [← map_sum, ← Finset.mul_sum]
    change star v ⬝ᵥ ((S i a * totalSpin S a) *ᵥ v) = 0
    rw [← mulVec_mulVec, hv a, mulVec_zero, dotProduct_zero]
```

The condition $T^zv=0$ alone would not be enough in the definition of a singlet. (Any two components would do, because $[T^a,T^{a+1}]=i\,T^{a+2}$ then gives the third.) The two-site Néel state $|{\uparrow\downarrow}\rangle$ satisfies $T^zv=0$, but $T^xv=\tfrac12(|{\downarrow\downarrow}\rangle+|{\uparrow\uparrow}\rangle)\neq0$, and all three conclusions fail for it:

- The moment is $\langle S_0^z\rangle=\tfrac12$.
- The $xx$, $yy$ and $zz$ correlations between the sites are $0$, $0$ and $-\tfrac14$.
- The sum is $\langle S_0\cdot S_0\rangle+\langle S_0\cdot S_1\rangle=\tfrac34-\tfrac14=\tfrac12$.

## (g) Spins along two chosen axes

**Task.** For coefficient vectors $m,k\in\mathbb C^3$, write $m\cdot S_i=\sum_a m_aS_i^a$ and $m\cdot k=\sum_a m_ak_a$, without complex conjugation. Show that in a singlet

$$\langle(m\cdot S_i)(k\cdot S_j)\rangle=\tfrac13\,(m\cdot k)\,\langle S_i\cdot S_j\rangle .$$

**Solution.** Expand the product and insert the second statement of (f):

$$\sum_{a,b}m_ak_b\langle S_i^aS_j^b\rangle=\sum_{a,b}m_ak_b\,\tfrac13\delta_{ab}\langle S_i\cdot S_j\rangle=\tfrac13\sum_am_ak_a\,\langle S_i\cdot S_j\rangle .$$

For real unit vectors, $m\cdot k$ is the cosine of the angle between the axes. `Finset.sum_mul_sum` expands the product, and `Finset.sum_ite_eq` evaluates the sum over $\delta_{ab}$.

```lean
/-- In a singlet, the correlation of `m · S_i` with `k · S_j` is `m · k` times one third of
`⟨S_i · S_j⟩`, for any coefficient vectors `m` and `k`. -/
theorem correlation_along_axes (hS : IsSpinSystem S) (hv : IsSinglet S v) (i j : ι)
    (m k : Fin 3 → ℂ) :
    expect v ((∑ a, m a • S i a) * (∑ b, k b • S j b))
      = (m ⬝ᵥ k) * (expect v (spinDot S i j) / 3) := by
  rw [Finset.sum_mul_sum]
  simp only [smul_mul_smul_comm, map_sum, map_smul, smul_eq_mul,
    (singlet_correlations hS hv).2.1, mul_ite, mul_zero, Finset.sum_ite_eq, Finset.mem_univ,
    if_true, dotProduct, Finset.sum_mul]
```

## (h) Two spins 1/2

**Task.** With the Pauli matrices $\sigma^a$, let $S_0^a=\tfrac12\sigma^a\otimes1$ and $S_1^a=1\otimes\tfrac12\sigma^a$. Show that these matrices form a spin system, and that

$$T^a\big(|{\uparrow\downarrow}\rangle-|{\downarrow\uparrow}\rangle\big)=0\quad\text{for every }a,\qquad |{\uparrow\downarrow}\rangle-|{\downarrow\uparrow}\rangle\neq0 .$$

**Solution.** The Pauli matrices are Hermitian, and $\sigma^a\sigma^{a+1}=i\sigma^{a+2}=-\sigma^{a+1}\sigma^a$. Hence $[\tfrac12\sigma^a,\tfrac12\sigma^{a+1}]=\tfrac14\cdot2i\sigma^{a+2}=i\,\tfrac12\sigma^{a+2}$, and the factor $1$ in the tensor product changes nothing. The sites commute because $(A\otimes1)(1\otimes B)=A\otimes B=(1\otimes B)(A\otimes1)$.

For the state, $T^z$ gives zero on both terms. The other two components act equally on both terms, so the difference vanishes:

$$T^x|{\uparrow\downarrow}\rangle=T^x|{\downarrow\uparrow}\rangle=\tfrac12\big(|{\uparrow\uparrow}\rangle+|{\downarrow\downarrow}\rangle\big),$$

$$T^y|{\uparrow\downarrow}\rangle=T^y|{\downarrow\uparrow}\rangle=\tfrac i2\big(|{\downarrow\downarrow}\rangle-|{\uparrow\uparrow}\rangle\big).$$

The coefficient of $|{\uparrow\downarrow}\rangle$ is 1, so the vector is not zero.

In the code, the basis index 0 is $\uparrow$ and 1 is $\downarrow$.

```lean
/-- The spin-1/2 matrices, half the Pauli matrices. -/
def halfSpin : Fin 3 → Matrix (Fin 2) (Fin 2) ℂ :=
  ![!![0, 1 / 2; 1 / 2, 0], !![0, -Complex.I / 2; Complex.I / 2, 0], !![1 / 2, 0; 0, -1 / 2]]

/-- The spin operators of two spins 1/2. -/
def dimer : Fin 2 → Fin 3 → Matrix (Fin 2 × Fin 2) (Fin 2 × Fin 2) ℂ :=
  ![fun a => halfSpin a ⊗ₖ 1, fun a => 1 ⊗ₖ halfSpin a]
```

The vector `dimerState` has squared length 2, so `expect dimerState` is twice the physical value. After normalisation, $\langle S_0\cdot S_1\rangle=-\tfrac34$ and $\langle S_0\cdot S_0\rangle=\tfrac34$, which add up to zero as (f) demands.

```lean
/-- The unnormalised state `|↑↓⟩ - |↓↑⟩` of two spins 1/2. -/
def dimerState : Fin 2 × Fin 2 → ℂ := fun p => !![0, 1; -1, 0] p.1 p.2
```

The proof checks the $2\times2$ identities entry by entry in `hh` and `hc`, and lifts them to the pair with `conjTranspose_kronecker` and the product rule `mul_kronecker_mul`. The theorem shows that the results above apply to at least one nonzero state.

```lean
/-- Two spins 1/2 form a spin system, and `|↑↓⟩ - |↓↑⟩` is a nonzero singlet of it. -/
theorem dimer_witness :
    IsSpinSystem dimer ∧ IsSinglet dimer dimerState ∧ dimerState ≠ 0 := by
  have d0 : ∀ a, dimer 0 a = halfSpin a ⊗ₖ 1 := fun _ => rfl
  have d1 : ∀ a, dimer 1 a = 1 ⊗ₖ halfSpin a := fun _ => rfl
  have hh : ∀ a, (halfSpin a)ᴴ = halfSpin a := by
    intro a
    fin_cases a <;> ext i j <;> fin_cases i <;> fin_cases j <;> simp [halfSpin]
  have hc : ∀ a, halfSpin a * halfSpin (a + 1)
      = halfSpin (a + 1) * halfSpin a + Complex.I • halfSpin (a + 2) := by
    intro a
    fin_cases a <;> ext i j <;> fin_cases i <;> fin_cases j <;>
      simp [halfSpin, Matrix.mul_apply, Fin.sum_univ_two, Complex.ext_iff] <;> norm_num
  have key : ∀ a b, dimer 0 a * dimer 1 b = dimer 1 b * dimer 0 a := by
    intro a b
    rw [d0, d1, ← mul_kronecker_mul, ← mul_kronecker_mul]
    simp only [one_mul, mul_one]
  refine ⟨⟨?_, ?_, ?_⟩, ?_, fun h => by simpa [dimerState] using congrFun h (0, 1)⟩
  · rw [Fin.forall_fin_two]
    constructor <;> intro a <;>
      simp only [d0, d1, conjTranspose_kronecker, hh, conjTranspose_one]
  · rw [Fin.forall_fin_two]
    constructor <;> intro a
    · rw [d0, d0, d0, ← mul_kronecker_mul, ← mul_kronecker_mul, hc a, one_mul,
        add_kronecker, smul_kronecker, add_sub_cancel_left]
    · rw [d1, d1, d1, ← mul_kronecker_mul, ← mul_kronecker_mul, hc a, one_mul,
        kronecker_add, kronecker_smul, add_sub_cancel_left]
  · intro i j hij a b
    fin_cases i <;> fin_cases j
    exacts [absurd rfl hij, key a b, (key b a).symm, absurd rfl hij]
  · intro a
    rw [totalSpin, Fin.sum_univ_two, d0, d1]
    ext ⟨i, j⟩
    fin_cases a <;> fin_cases i <;> fin_cases j <;>
      simp [halfSpin, dimerState, Matrix.mulVec, dotProduct, Fintype.sum_prod_type,
        Fin.sum_univ_two, Matrix.one_apply] <;> ring

end

end SingletSpinCorrelations
```

```lean
#print axioms SingletSpinCorrelations.singlet_correlations
#print axioms SingletSpinCorrelations.correlation_along_axes
```

```
'SingletSpinCorrelations.singlet_correlations' depends on axioms: [propext, Classical.choice, Quot.sound]
'SingletSpinCorrelations.correlation_along_axes' depends on axioms: [propext, Classical.choice, Quot.sound]
```
